# The Boltzmann series over the levels $wn - xn(n+1)$ diverges for positive $x$

Let the levels of a single vibrational mode be modelled by the formula

$$G(n) = wn - xn(n+1), \qquad n = 0, 1, 2, \dots,$$

measured from the level $n=0$, so that $G(0)=0$. For $x>0$ the formula falls without bound at large $n$, so it can hold only for the lower levels of a real mode. Here it is continued to all $n$. Here $w$ is the harmonic wavenumber and $x$ the anharmonicity, in the same unit. In spectroscopic notation they are $\omega_e$ and $\omega_e x_e$, and $G(n)$ is the usual quadratic term formula in $n+\tfrac12$ with its zero-point value subtracted. The inverse temperature $b$ is taken in the reciprocal unit, so that $bG(n)$ is a pure number. The fundamental is $d = G(1)-G(0)$. Two sums through level $N$ are to be compared:

$$A_N = \sum_{n=0}^{N} e^{-bG(n)}, \qquad H_N = \sum_{n=0}^{N} e^{-bnd}.$$

The second belongs to a harmonic ladder whose spacing is the fundamental of the anharmonic one.

**Claim.** Let $w > 2x > 0$ and $b > 0$. Then $A_N \to \infty$ as $N\to\infty$, while $H_N \to 1/(1-e^{-bd})$, and $A_N > H_N$ for every $N \ge 2$.

The condition $x>0$ says that the spacings shrink as $n$ grows, and $w>2x$ says that the first excited level lies above the ground level.

## Factoring the anharmonic weight

Since $G(1) = w - 2x$ and $G(0) = 0$, the fundamental is $d = w-2x$. Substituting $w = d + 2x$ gives

$$G(n) = nd + 2xn - xn(n+1) = nd - xn(n-1).$$

The spacing between neighbouring levels is

$$G(n+1)-G(n) = w - 2x(n+1) = d - 2xn,$$

so the formula rises from $n$ to $n+1$ exactly when $2xn < d$. With $w=10$ and $x=1$, for instance, the levels are $0, 8, 14, 18, 20, 20, 18, \dots$, and $G(10) = -10$.

Each anharmonic weight is a harmonic weight times an enhancement factor, which $e^t \ge 1+t$ bounds from below:

$$e^{-bG(n)} = e^{-bnd}\,e^{bxn(n-1)} \ge e^{-bnd}\bigl(1 + bxn(n-1)\bigr).$$

Summation over $n = 0,\dots,N$ yields

$$A_N \ge H_N + bx\sum_{n=0}^{N} n(n-1)\,e^{-bnd}.$$

No term of the last sum is negative, and for $N\ge 2$ the term $n=2$ contributes $2e^{-2bd} > 0$. Hence $A_N > H_N$. For $N \le 1$ every factor $n(n-1)$ vanishes and $A_N = H_N$, so the threshold $N=2$ is sharp.

For the divergence, write $G(n) = n(w-xn) - xn$. Once $n \ge w/x$, both contributions are at most zero, so $G(n)\le 0$ and $e^{-bG(n)} \ge 1$. A series of positive terms that do not tend to zero has unbounded partial sums. The harmonic series is geometric with ratio $e^{-bd}$, which is less than 1 because $bd>0$, and its sum is $1/(1-e^{-bd})$.

The condition $w>2x$ matters only for this last step. Take $w=2$, $x=1$, $b=1$. Then $d=0$, every harmonic weight is 1, and $H_N = N+1$ grows without bound. The weaker condition $w \ge 2x$ is therefore not enough for the harmonic series to converge.

For one non-rotating mode with a single, positive anharmonicity constant, the result means that a vibrational partition function summed directly over the levels of the term formula needs a cutoff in $n$, and that up to any common cutoff $N\ge2$ the harmonic sum built on the fundamental is smaller than the anharmonic one.

## Levels and sums in Lean

```lean
import Mathlib

open Filter Finset

namespace AnharmonicPartitionFunction

noncomputable section
```

The level index is a natural number, while `w`, `x` and the energy are real. In the formula `n` is converted to a real number.

```lean
/-- The energy `G(n) = w n - x n (n + 1)` of the vibrational level `n`, measured from the
level `n = 0`, with harmonic wavenumber `w` and anharmonicity `x`. -/
def level (w x : ℝ) (n : ℕ) : ℝ := w * n - x * n * (n + 1)
```

The fundamental is defined as a transition energy, and its value in terms of `w` and `x` is proved below.

```lean
/-- The fundamental: the energy of the transition from level `0` to level `1`. -/
def fundamental (w x : ℝ) : ℝ := level w x 1 - level w x 0
```

The index set `range (N + 1)` is $\{0,\dots,N\}$, so `anharmonicSum b w x N` is $A_N$. Each level is counted once, without degeneracy.

```lean
/-- The Boltzmann sum over the anharmonic levels `0, ..., N` at inverse temperature `b`. -/
def anharmonicSum (b w x : ℝ) (N : ℕ) : ℝ :=
  ∑ n ∈ range (N + 1), Real.exp (-b * level w x n)
```

The harmonic sum takes an arbitrary spacing `d`. It becomes $H_N$ when `fundamental w x` is inserted.

```lean
/-- The Boltzmann sum over the levels `0, ..., N` of a harmonic ladder with spacing `d`. -/
def harmonicSum (b d : ℝ) (N : ℕ) : ℝ :=
  ∑ n ∈ range (N + 1), Real.exp (-b * (n * d))
```

## The shape of the ladder

The first two identities are $d = w-2x$ and $G(n) = nd - xn(n-1)$. Both follow by unfolding the definitions and letting `ring` do the algebra. They hold for all real `w` and `x`.

```lean
/-- The fundamental equals `w - 2x`. -/
theorem fundamental_eq (w x : ℝ) : fundamental w x = w - 2 * x := by
  unfold fundamental level
  push_cast
  ring

/-- An anharmonic level differs from `n` quanta of the fundamental by `-x n (n - 1)`. -/
theorem level_eq (w x : ℝ) (n : ℕ) :
    level w x n = n * fundamental w x - x * (n * (n - 1)) := by
  rw [fundamental_eq]
  unfold level
  ring
```

The next theorem locates the turning point. Its inner statement `h` is the spacing $d-2xn$, and each direction of the equivalence is then a linear rearrangement. The later proofs do not use it, but it tells the reader how far up the formula can be taken as an ascending ladder.

```lean
/-- Level `n + 1` lies above level `n` exactly when `2 x n` is less than the fundamental. -/
theorem level_lt_succ_iff (w x : ℝ) (n : ℕ) :
    level w x n < level w x (n + 1) ↔ 2 * x * n < fundamental w x := by
  have h : level w x (n + 1) - level w x n = fundamental w x - 2 * x * n := by
    rw [fundamental_eq]
    unfold level
    push_cast
    ring
  constructor <;> intro h' <;> linarith
```

## Comparison of the finite sums

The lower bound on $A_N$ comes first, with no sign condition on `b`, `w` or `x`. The correction added to $H_N$ is the first-order term in $x$ when $A_N$ is expanded at fixed $d$. `Finset.sum_le_sum` reduces the claim to one level at a time. The statement `h` is the factorisation of the weight, and `Real.add_one_le_exp` is the inequality $t+1\le e^t$, multiplied by the positive harmonic weight.

```lean
/-- The harmonic sum built on the fundamental, plus its correction of first order in `x` at fixed
fundamental, is a lower bound for the anharmonic sum over the same levels. -/
theorem first_order_le_anharmonicSum (b w x : ℝ) (N : ℕ) :
    harmonicSum b (fundamental w x) N
      + b * x * ∑ n ∈ range (N + 1),
          (n * (n - 1) : ℝ) * Real.exp (-b * (n * fundamental w x))
      ≤ anharmonicSum b w x N := by
  unfold harmonicSum anharmonicSum
  rw [Finset.mul_sum, ← Finset.sum_add_distrib]
  apply Finset.sum_le_sum
  intro n _
  -- the anharmonic weight is the harmonic weight times an enhancement factor
  have h : Real.exp (-b * level w x n)
      = Real.exp (-b * (n * fundamental w x)) * Real.exp (b * x * (n * (n - 1))) := by
    rw [← Real.exp_add, level_eq]
    congr 1
    ring
  rw [h]
  -- the factor is bounded below by its tangent, `1 + t ≤ exp t`
  nlinarith [mul_le_mul_of_nonneg_left (Real.add_one_le_exp (b * x * (n * (n - 1))))
    (Real.exp_pos (-b * (n * fundamental w x))).le]
```

Strictness needs a positive correction. `Finset.sum_pos'` asks for nonnegative terms and at least one positive term. The subtraction in `n * (n - 1)` is between real numbers, so at $n=0$ the second factor is $-1$, and the case split shows that the product is still nonnegative. Level 2 supplies the positive term, and multiplying by $bx>0$ finishes the argument. The theorem makes no assumption on `w`.

```lean
/-- For positive `b` and `x`, the anharmonic sum through any level `N ≥ 2` strictly exceeds
the harmonic sum built on the fundamental. -/
theorem harmonicSum_lt_anharmonicSum {b x : ℝ} (w : ℝ) (hb : 0 < b) (hx : 0 < x)
    {N : ℕ} (hN : 2 ≤ N) :
    harmonicSum b (fundamental w x) N < anharmonicSum b w x N := by
  have hpos : 0 < ∑ n ∈ range (N + 1),
      (n * (n - 1) : ℝ) * Real.exp (-b * (n * fundamental w x)) := by
    apply Finset.sum_pos'
    · intro n _
      have hn : (0 : ℝ) ≤ n * (n - 1) := by
        cases n with
        | zero => simp
        | succ k =>
          push_cast
          rw [add_sub_cancel_right]
          positivity
      exact mul_nonneg hn (Real.exp_pos _).le
    · -- level 2 already contributes
      refine ⟨2, Finset.mem_range.mpr (by omega), ?_⟩
      exact mul_pos (by norm_num) (Real.exp_pos _)
  have h := first_order_le_anharmonicSum b w x N
  have h' := mul_pos (mul_pos hb hx) hpos
  linarith
```

Below the threshold the two sums agree term by term. `interval_cases` leaves $n=0$ and $n=1$, where `level_eq` has no anharmonic part.

```lean
/-- Through level `0` or level `1` the anharmonic and harmonic sums coincide. -/
theorem anharmonicSum_eq_harmonicSum (b w x : ℝ) {N : ℕ} (hN : N ≤ 1) :
    anharmonicSum b w x N = harmonicSum b (fundamental w x) N := by
  unfold anharmonicSum harmonicSum
  apply Finset.sum_congr rfl
  intro n hn
  have hn' : n ≤ 1 := by
    have := Finset.mem_range.mp hn
    omega
  interval_cases n <;> simp [level_eq]
```

## Behaviour of the two infinite series

Divergence is proved by contradiction. If the series were summable, its terms would tend to zero and would eventually be less than 1. The proof picks a natural number `M` above $w/x$, and then a level `n` that is at least `M` and also has weight below 1. For this level `hl` gives $G(n)\le0$, so `h1` gives a weight of at least 1, which is a contradiction.

```lean
/-- For positive `b` and `x`, the Boltzmann series over all natural `n` of the anharmonic
level formula is not summable. -/
theorem not_summable_anharmonic {b x : ℝ} (w : ℝ) (hb : 0 < b) (hx : 0 < x) :
    ¬ Summable (fun n : ℕ => Real.exp (-b * level w x n)) := by
  intro hs
  have hev := hs.tendsto_atTop_zero.eventually_lt_const zero_lt_one
  obtain ⟨M, hM⟩ := exists_nat_gt (w / x)
  obtain ⟨n, hn1, hn2⟩ := (hev.and (eventually_ge_atTop M)).exists
  have hw : w < M * x := (div_lt_iff₀ hx).mp hM
  have hMn : (M : ℝ) ≤ n := by exact_mod_cast hn2
  have hn0 : (0 : ℝ) ≤ n := Nat.cast_nonneg n
  have hwn : 0 ≤ n * x - w := by
    have := mul_le_mul_of_nonneg_right hMn hx.le
    linarith
  -- for `n` above `w / x` the formula gives no positive energy
  have hl : level w x n ≤ 0 := by
    unfold level
    nlinarith [mul_nonneg hn0 hwn, mul_nonneg hx.le hn0]
  have h1 : 1 ≤ Real.exp (-b * level w x n) := by
    apply Real.one_le_exp
    nlinarith [mul_nonneg hb.le (neg_nonneg.mpr hl)]
  linarith
```

For the harmonic ladder, `HasSum` states that the series converges to the given number. The statement `hterm` rewrites $e^{-bnd}$ as $(e^{-bd})^n$, and the geometric series with ratio below 1 does the rest.

```lean
/-- For positive `b` and `d`, the Boltzmann series of a harmonic ladder with spacing `d`
converges to `1 / (1 - exp (-b d))`. -/
theorem hasSum_harmonic {b d : ℝ} (hb : 0 < b) (hd : 0 < d) :
    HasSum (fun n : ℕ => Real.exp (-b * (n * d))) (1 - Real.exp (-(b * d)))⁻¹ := by
  have hr : Real.exp (-(b * d)) < 1 :=
    Real.exp_lt_one_iff.mpr (neg_lt_zero.mpr (mul_pos hb hd))
  have hterm : (fun n : ℕ => Real.exp (-b * (n * d)))
      = fun n : ℕ => Real.exp (-(b * d)) ^ n := by
    funext n
    rw [← Real.exp_nat_mul]
    congr 1
    ring
  rw [hterm]
  exact hasSum_geometric_of_lt_one (Real.exp_pos _).le hr
```

The last theorem collects the claim. `Tendsto (anharmonicSum b w x) atTop atTop` reads $A_N\to\infty$. It comes from the failure of summability, because partial sums of nonnegative terms either converge or grow without bound. The Mathlib lemma speaks of sums over `range N`, and composing with the shift $N\mapsto N+1$ turns them into $A_N$. The hypothesis `hw` enters only in the final lines, where it makes the fundamental positive.

```lean
/-- Let `w > 2x > 0` and `b > 0`. The anharmonic Boltzmann sums grow without bound, the
harmonic series built on the fundamental converges, and through every level `N ≥ 2` the
anharmonic sum is strictly the larger. -/
theorem anharmonic_versus_harmonic {b w x : ℝ} (hb : 0 < b) (hx : 0 < x)
    (hw : 2 * x < w) :
    Tendsto (anharmonicSum b w x) atTop atTop ∧
    HasSum (fun n : ℕ => Real.exp (-b * (n * fundamental w x)))
      (1 - Real.exp (-(b * fundamental w x)))⁻¹ ∧
    ∀ N : ℕ, 2 ≤ N → harmonicSum b (fundamental w x) N < anharmonicSum b w x N := by
  refine ⟨?_, ?_, fun N hN => harmonicSum_lt_anharmonicSum w hb hx hN⟩
  · -- a divergent series of positive terms has unbounded partial sums
    have h := (not_summable_iff_tendsto_nat_atTop_of_nonneg
      (fun n : ℕ => (Real.exp_pos (-b * level w x n)).le)).mp
      (not_summable_anharmonic w hb hx)
    exact h.comp (tendsto_add_atTop_nat 1)
  · apply hasSum_harmonic hb
    rw [fundamental_eq]
    linarith

end

end AnharmonicPartitionFunction
```

```lean
#print axioms AnharmonicPartitionFunction.level_lt_succ_iff
#print axioms AnharmonicPartitionFunction.anharmonicSum_eq_harmonicSum
#print axioms AnharmonicPartitionFunction.not_summable_anharmonic
#print axioms AnharmonicPartitionFunction.anharmonic_versus_harmonic
```

```
'AnharmonicPartitionFunction.level_lt_succ_iff' depends on axioms: [propext, Classical.choice, Quot.sound]
'AnharmonicPartitionFunction.anharmonicSum_eq_harmonicSum' depends on axioms: [propext, Classical.choice, Quot.sound]
'AnharmonicPartitionFunction.not_summable_anharmonic' depends on axioms: [propext, Classical.choice, Quot.sound]
'AnharmonicPartitionFunction.anharmonic_versus_harmonic' depends on axioms: [propext, Classical.choice, Quot.sound]
```

The divergence concerns the formula continued to all natural $n$, and not a molecule. A Morse oscillator obeys this formula for its bound levels, of which there are only finitely many, and its sum over them is finite. The inequality compares sums with the same number of levels. It does not decide whether a truncated anharmonic sum lies above or below the full harmonic value $1/(1-e^{-bd})$, which also contains the harmonic levels above the cutoff. Rotation, coupling between modes and higher anharmonic constants are absent from the model.
